# With constant couplings, a resonant star transfers a single excitation completely between two leaves only if they couple equally strongly and all other leaves are decoupled

I have a central spin with flip-flop couplings to several outer spins, all on resonance. I put one excitation on an outer spin and wait for it to appear on another. With two equally coupled outer spins it arrives completely. When I add a third with the same coupling, the amplitude never seems to exceed 2/3, although nothing was ever placed on the third spin. Have I just not waited long enough? And if the extra spin has to stay, can I recover complete transfer by adjusting the other two couplings?

## A coupled spectator lowers the maximum for all times

Neither waiting nor retuning the other two couplings to new constant values gives complete transfer. Let $H$ be the Hamiltonian for one excitation. Let the centre couple to leaf $l$ with a constant real strength $g_l$, not all of them zero, and let $H$ have no other non-zero matrix entries. For distinct leaves $j$ and $k$,

$$\max_{t\in\mathbb R}\left|\left(e^{-itH}\right)_{jk}\right|=\frac{2|g_jg_k|}{\sum_l g_l^2},$$

and this equals 1 exactly when $|g_j|=|g_k|$ and every other coupling vanishes. Three equal couplings give your 2/3, which is a probability of 4/9. If the spectator keeps a coupling $s\neq0$ and the other two are both $g$, the maximum is $2g^2/(2g^2+s^2)$: strong couplings bring it close to 1, but never to 1.

To derive this, set $\hbar=1$ and $w=\sqrt{\sum_l g_l^2}>0$, and write $|0\rangle$ for the centre and $|k\rangle$ for a leaf. Then

$$H|0\rangle=\sum_l g_l|l\rangle,\qquad H|k\rangle=g_k|0\rangle.$$

Applying $H$ again gives $H^2|0\rangle=w^2|0\rangle$ and $H^2|k\rangle=g_k\sum_l g_l|l\rangle$, so $(H^2)_{jk}=g_jg_k$ between leaves. A third application gives $H^3|0\rangle=w^2H|0\rangle$ and $H^3|k\rangle=g_kw^2|0\rangle=w^2H|k\rangle$. Hence $H^3=w^2H$.

All higher powers now reduce to $H$ or $H^2$: $H^{2m+1}=w^{2m}H$ for $m\ge0$, and $H^{2m}=w^{2m-2}H^2$ for $m\ge1$. Summing the odd and even terms of the exponential series separately,

$$e^{-itH}=1-\frac{i\sin wt}{w}H+\frac{\cos wt-1}{w^2}H^2.$$

For $j\ne k$ the first two terms have no $jk$ entry, so

$$\left|\left(e^{-itH}\right)_{jk}\right|=\frac{|g_jg_k|}{w^2}(1-\cos wt).$$

Since $\cos wt\ge-1$, this is at most $2|g_jg_k|/w^2$, and $t=\pi/w$ reaches that value. The motion is periodic, so later times bring nothing new.

For complete transfer, separate $j$ and $k$ from the sum:

$$w^2-2|g_jg_k|=(|g_j|-|g_k|)^2+\sum_{l\ne j,k}g_l^2.$$

The maximum is 1 exactly when the left side is zero, which happens exactly when every square on the right is zero.

To see where the missing amplitude goes, note that the centre couples only to the combination $\sum_l g_l|l\rangle/w$. By $t=\pi/w$ the part of $|j\rangle$ along this combination has changed sign and the rest is unchanged, so the state is $|j\rangle-(2g_j/w^2)\sum_l g_l|l\rangle$. If $g_j\ne0$, every coupled spectator therefore holds part of the excitation at the moment when the amplitude on $k$ is largest.

### The star as a matrix in Lean

The leaves form a finite type `ι`, and the sites are `Option ι`: `none` is the centre and `some k` is a leaf. The function `g : ι → ℝ` holds the couplings, and `starHamiltonian g` is the resulting complex matrix. `propagator g t` is its matrix exponential $e^{-itH}$, with couplings in angular-frequency units.

In `star_transfer_max`, `hg` says that some coupling is non-zero and `hjk` that the leaves differ. `IsGreatest` of the `Set.range` says that the stated number is a value of the modulus at some real time and an upper bound at all real times. The second half of the theorem is the condition for the value 1. For equal non-zero couplings, `uniform_star_transfer_max` gives $2/n$, where $n$ is the number of leaves; two distinct leaves require $n\ge2$.

The step from your spins to this matrix is an identification made outside Lean: flip-flop couplings conserve the number of excitations, and in the one-excitation sector a common resonance frequency contributes only a global phase. The strength $g_l$ is the matrix element that moves the excitation between the centre and leaf $l$: for spins 1/2 and $\hbar=1$, a coupling $J_l(S^x_0S^x_l+S^y_0S^y_l)$ gives $g_l=J_l/2$. Detuning, couplings between outer spins, longitudinal couplings and relaxation are absent. For a closed, resonant star with one excitation, the formula supplies a reference value for a numerical propagator, together with the time $\pi/w$ at which to look for it.

```lean
import Mathlib

open Matrix

namespace StarNetworkTransfer

noncomputable section

variable {ι : Type*} [Fintype ι] [DecidableEq ι]

/-- The star Hamiltonian: the centre `none` couples to each leaf `some k` by the real
number `g k`, and all other matrix entries vanish. -/
def starHamiltonian {ι : Type*} (g : ι → ℝ) : Matrix (Option ι) (Option ι) ℂ
  | none, none => 0
  | none, some k => (g k : ℂ)
  | some k, none => (g k : ℂ)
  | some _, some _ => 0

/-- The propagator `exp(-itH)` of the star network at time `t`. -/
def propagator (g : ι → ℝ) (t : ℝ) : Matrix (Option ι) (Option ι) ℂ :=
  NormedSpace.exp ((-(Complex.I * (t : ℂ))) • starHamiltonian g)

/-- If a complex matrix satisfies `M³ = c² M` with `c ≠ 0`, then for every complex `z` the
exponential of `z M` is a combination of `1`, `M` and `M²` with hyperbolic coefficients. -/
theorem exp_smul_of_cube {m : Type*} [Fintype m] [DecidableEq m] (M : Matrix m m ℂ)
    (c z : ℂ) (hc : c ≠ 0) (hM : M ^ 3 = c ^ 2 • M) :
    NormedSpace.exp (z • M) = 1 + (Complex.sinh (z * c) / c) • M
      + ((Complex.cosh (z * c) - 1) / c ^ 2) • M ^ 2 := by
  obtain ⟨a, ha⟩ : ∃ a : ℂ, 2 * a * c ^ 2 = 1 := ⟨1 / (2 * c ^ 2), by field_simp⟩
  have h3 : M ^ 2 * M = c ^ 2 • M := by rw [← pow_succ]; exact hM
  have h2 : M * M = M ^ 2 := (sq M).symm
  -- spectral pieces for the eigenvalues 0, c and -c
  obtain ⟨R, hR⟩ : ∃ R, R = 1 - (2 * a) • M ^ 2 := ⟨_, rfl⟩
  obtain ⟨P, hP⟩ : ∃ P, P = a • M ^ 2 + (a * c) • M := ⟨_, rfl⟩
  obtain ⟨Q, hQ⟩ : ∃ Q, Q = a • M ^ 2 - (a * c) • M := ⟨_, rfl⟩
  have hRM : R * M = 0 := by
    rw [hR, sub_mul, one_mul, smul_mul_assoc, h3, smul_smul, ha, one_smul, sub_self]
  have hPM : P * M = c • P := by
    rw [hP, add_mul, smul_mul_assoc, smul_mul_assoc, h3, h2]
    module
  have hQM : Q * M = (-c) • Q := by
    rw [hQ, sub_mul, smul_mul_assoc, smul_mul_assoc, h3, h2]
    module
  have hpow : ∀ n : ℕ, M ^ n = (0 : ℂ) ^ n • R + c ^ n • P + (-c) ^ n • Q := by
    intro n
    induction n with
    | zero =>
      simp only [pow_zero, one_smul]
      rw [hR, hP, hQ]
      module
    | succ n ih =>
      rw [pow_succ M n, ih]
      simp only [add_mul, smul_mul_assoc, hRM, hPM, hQM]
      rw [smul_zero, smul_smul, smul_smul, ← pow_succ, ← pow_succ,
        zero_pow (Nat.succ_ne_zero n), zero_smul]
  -- sum the exponential series piece by piece
  let _ : NormedRing (Matrix m m ℂ) := Matrix.linftyOpNormedRing
  let _ : NormedAlgebra ℂ (Matrix m m ℂ) := Matrix.linftyOpNormedAlgebra
  have hs (w : ℂ) (X : Matrix m m ℂ) :
      HasSum (fun n : ℕ => ((n.factorial : ℂ)⁻¹ * w ^ n) • X) (Complex.exp w • X) := by
    have h := NormedSpace.exp_series_hasSum_exp' (𝕂 := ℂ) w
    rw [← Complex.exp_eq_exp_ℂ] at h
    simp only [smul_eq_mul] at h
    exact h.smul_const X
  have h1 : HasSum (fun n : ℕ => ((n.factorial : ℂ)⁻¹) • (z • M) ^ n)
      (NormedSpace.exp (z • M)) := NormedSpace.exp_series_hasSum_exp' (𝕂 := ℂ) (z • M)
  have hsum : NormedSpace.exp (z • M) = Complex.exp (z * 0) • R
      + Complex.exp (z * c) • P + Complex.exp (z * -c) • Q := by
    refine h1.unique ?_
    convert ((hs (z * 0) R).add (hs (z * c) P)).add (hs (z * -c) Q) using 1
    funext n
    rw [smul_pow, hpow n]
    simp only [mul_pow]
    module
  have e1 : Complex.sinh (z * c) / c
      = a * c * (Complex.exp (z * c) - Complex.exp (-(z * c))) := by
    rw [div_eq_iff hc, Complex.sinh]
    linear_combination (-(Complex.exp (z * c) - Complex.exp (-(z * c))) / 2) * ha
  have e2 : (Complex.cosh (z * c) - 1) / c ^ 2
      = a * (Complex.exp (z * c) + Complex.exp (-(z * c)) - 2) := by
    rw [div_eq_iff (pow_ne_zero 2 hc), Complex.cosh]
    linear_combination (-(Complex.exp (z * c) + Complex.exp (-(z * c)) - 2) / 2) * ha
  rw [hsum, e1, e2, mul_zero, Complex.exp_zero, mul_neg, hR, hP, hQ]
  module

/-- The Pauli matrix `σₓ` satisfies `M³ = c² M` with `c = 1`. -/
theorem exp_smul_of_cube_witness :
    (!![0, 1; 1, 0] : Matrix (Fin 2) (Fin 2) ℂ) ^ 3
      = (1 : ℂ) ^ 2 • (!![0, 1; 1, 0] : Matrix (Fin 2) (Fin 2) ℂ) := by
  ext i j
  fin_cases i <;> fin_cases j <;> simp [pow_succ, Matrix.mul_apply, Fin.sum_univ_succ]

/-- The cube of the star Hamiltonian is the Hamiltonian times the sum of squared couplings. -/
theorem starHamiltonian_cube (g : ι → ℝ) :
    starHamiltonian g ^ 3 = ((∑ l, g l ^ 2 : ℝ) : ℂ) • starHamiltonian g := by
  have h00 : (starHamiltonian g * starHamiltonian g) none none
      = ((∑ l, g l ^ 2 : ℝ) : ℂ) := by
    simp [Matrix.mul_apply, Fintype.sum_option, starHamiltonian, sq]
  have h01 (k : ι) : (starHamiltonian g * starHamiltonian g) none (some k) = 0 := by
    simp [Matrix.mul_apply, Fintype.sum_option, starHamiltonian]
  have h10 (k : ι) : (starHamiltonian g * starHamiltonian g) (some k) none = 0 := by
    simp [Matrix.mul_apply, Fintype.sum_option, starHamiltonian]
  have h11 (j k : ι) : (starHamiltonian g * starHamiltonian g) (some j) (some k)
      = (g j : ℂ) * g k := by
    simp [Matrix.mul_apply, Fintype.sum_option, starHamiltonian]
  rw [pow_succ, sq]
  ext i j
  rw [Matrix.mul_apply, Fintype.sum_option, Matrix.smul_apply]
  rcases i with _ | i <;> rcases j with _ | j
  · simp [h01, starHamiltonian]
  · simp [h00, h01, starHamiltonian]
  · simp only [h11, starHamiltonian, mul_zero, zero_add, smul_eq_mul, Complex.ofReal_sum,
      Complex.ofReal_pow, Finset.sum_mul]
    exact Finset.sum_congr rfl fun l _ => by ring
  · simp [h10, starHamiltonian]

/-- Closed form of the propagator, multiplied by `w²`, where `w²` is the sum of the squared
couplings. -/
theorem propagator_closed_form (g : ι → ℝ) (t w : ℝ) (hw : w ^ 2 = ∑ l, g l ^ 2) :
    (w : ℂ) ^ 2 • propagator g t = (w : ℂ) ^ 2 • (1 : Matrix (Option ι) (Option ι) ℂ)
      - (Complex.I * w * Complex.sin (w * t)) • starHamiltonian g
      + (Complex.cos (w * t) - 1) • starHamiltonian g ^ 2 := by
  rcases eq_or_ne w 0 with h0 | h0
  · simp [h0]
  have hwc : (w : ℂ) ≠ 0 := Complex.ofReal_ne_zero.mpr h0
  have h := exp_smul_of_cube (starHamiltonian g) (w : ℂ) (-(Complex.I * (t : ℂ))) hwc
    (by rw [starHamiltonian_cube, ← hw, Complex.ofReal_pow])
  -- imaginary arguments turn hyperbolic functions into oscillations
  rw [show -(Complex.I * (t : ℂ)) * w = -((w * t) * Complex.I) by ring, Complex.cosh_neg,
    Complex.sinh_neg, Complex.cosh_mul_I, Complex.sinh_mul_I] at h
  have e1 : (w : ℂ) ^ 2 * (-(Complex.sin (w * t) * Complex.I) / w)
      = -(Complex.I * w * Complex.sin (w * t)) := by
    rw [← mul_div_assoc, div_eq_iff hwc]
    ring
  have e2 : (w : ℂ) ^ 2 * ((Complex.cos (w * t) - 1) / (w : ℂ) ^ 2)
      = Complex.cos (w * t) - 1 := by
    rw [← mul_div_assoc, div_eq_iff (pow_ne_zero 2 hwc)]
    ring
  rw [propagator, h]
  simp only [smul_add, smul_smul]
  rw [e1, e2]
  module

/-- Between distinct leaves, the modulus of the transfer amplitude times the sum of squared
couplings is `|g_j g_k| (1 - cos wt)`, with `w` the root of that sum. -/
theorem leaf_transfer_modulus (g : ι → ℝ) {j k : ι} (hjk : j ≠ k) (t : ℝ) :
    (∑ l, g l ^ 2) * ‖propagator g t (some j) (some k)‖
      = |g j * g k| * (1 - Real.cos (Real.sqrt (∑ l, g l ^ 2) * t)) := by
  obtain ⟨w, hw⟩ : ∃ w, w = Real.sqrt (∑ l, g l ^ 2) := ⟨_, rfl⟩
  have hw2 : w ^ 2 = ∑ l, g l ^ 2 := by
    rw [hw, Real.sq_sqrt (Finset.sum_nonneg fun l _ => sq_nonneg (g l))]
  have h1 : (1 : Matrix (Option ι) (Option ι) ℂ) (some j) (some k) = 0 :=
    Matrix.one_apply_ne (by simpa using hjk)
  have hH : starHamiltonian g (some j) (some k) = 0 := rfl
  have hH2 : (starHamiltonian g ^ 2) (some j) (some k) = (g j : ℂ) * g k := by
    rw [sq]
    simp [Matrix.mul_apply, Fintype.sum_option, starHamiltonian]
  have h := congrArg (fun A : Matrix (Option ι) (Option ι) ℂ => A (some j) (some k))
    (propagator_closed_form g t w hw2)
  simp only [Matrix.smul_apply, Matrix.add_apply, Matrix.sub_apply, smul_eq_mul,
    h1, hH, hH2] at h
  have hamp : (w : ℂ) ^ 2 * propagator g t (some j) (some k)
      = ((g j * g k * (Real.cos (w * t) - 1) : ℝ) : ℂ) := by
    rw [h]
    push_cast
    ring
  have hcos : Real.cos (w * t) - 1 ≤ 0 := by linarith [Real.cos_le_one (w * t)]
  have hn := congrArg norm hamp
  rw [norm_mul, norm_pow, Complex.norm_real, Complex.norm_real, Real.norm_eq_abs, sq_abs,
    Real.norm_eq_abs, abs_mul, abs_of_nonpos hcos, neg_sub] at hn
  rw [← hw, ← hw2]
  exact hn

/-- For distinct leaves, `2|g_j g_k|` equals the sum of squared couplings exactly when the two
couplings have equal modulus and all others vanish. -/
theorem balanced_iff (g : ι → ℝ) {j k : ι} (hjk : j ≠ k) :
    2 * |g j * g k| = ∑ l, g l ^ 2 ↔
      |g j| = |g k| ∧ ∀ l, l ≠ j → l ≠ k → g l = 0 := by
  have s1 : g j ^ 2 + ∑ l ∈ Finset.univ.erase j, g l ^ 2 = ∑ l, g l ^ 2 :=
    Finset.add_sum_erase _ (fun l => g l ^ 2) (Finset.mem_univ j)
  have s2 : g k ^ 2 + ∑ l ∈ (Finset.univ.erase j).erase k, g l ^ 2
      = ∑ l ∈ Finset.univ.erase j, g l ^ 2 :=
    Finset.add_sum_erase _ (fun l => g l ^ 2)
      (Finset.mem_erase.mpr ⟨hjk.symm, Finset.mem_univ k⟩)
  have hr : 0 ≤ ∑ l ∈ (Finset.univ.erase j).erase k, g l ^ 2 :=
    Finset.sum_nonneg fun l _ => sq_nonneg (g l)
  have hj := sq_abs (g j)
  have hk := sq_abs (g k)
  rw [abs_mul]
  constructor
  · intro h
    -- a sum of squares vanishes, so each square does
    have hd : (|g j| - |g k|) ^ 2 = 0 := by
      nlinarith [sq_nonneg (|g j| - |g k|)]
    have hz : ∑ l ∈ (Finset.univ.erase j).erase k, g l ^ 2 = 0 := by
      nlinarith [sq_nonneg (|g j| - |g k|)]
    refine ⟨sub_eq_zero.mp (pow_eq_zero_iff two_ne_zero |>.mp hd), fun l hlj hlk => ?_⟩
    have hl := (Finset.sum_eq_zero_iff_of_nonneg (fun l _ => sq_nonneg (g l))).mp hz l
      (Finset.mem_erase.mpr ⟨hlk, Finset.mem_erase.mpr ⟨hlj, Finset.mem_univ l⟩⟩)
    exact pow_eq_zero_iff two_ne_zero |>.mp hl
  · rintro ⟨he, h0⟩
    have hz : ∑ l ∈ (Finset.univ.erase j).erase k, g l ^ 2 = 0 := by
      refine Finset.sum_eq_zero fun l hl => ?_
      have hl' := Finset.mem_erase.mp hl
      rw [h0 l (Finset.mem_erase.mp hl'.2).1 hl'.1]
      norm_num
    rw [he] at hj ⊢
    linarith [sq (|g k|)]

/-- For couplings not all zero and distinct leaves, the largest transfer modulus over all real
times is `2|g_j g_k| / ∑ g_l²`; it is 1 exactly when the two couplings have equal modulus and
all others vanish. -/
theorem star_transfer_max (g : ι → ℝ) (hg : ∃ l, g l ≠ 0) {j k : ι} (hjk : j ≠ k) :
    IsGreatest (Set.range fun t : ℝ => ‖propagator g t (some j) (some k)‖)
        (2 * |g j * g k| / ∑ l, g l ^ 2) ∧
      (2 * |g j * g k| / ∑ l, g l ^ 2 = 1 ↔
        |g j| = |g k| ∧ ∀ l, l ≠ j → l ≠ k → g l = 0) := by
  obtain ⟨l, hl⟩ := hg
  have hS : 0 < ∑ l, g l ^ 2 :=
    Finset.sum_pos' (fun i _ => sq_nonneg (g i)) ⟨l, Finset.mem_univ l, by positivity⟩
  refine ⟨⟨⟨Real.pi / Real.sqrt (∑ l, g l ^ 2), ?_⟩, ?_⟩, ?_⟩
  · -- half a period reaches the maximum
    have h := leaf_transfer_modulus g hjk (Real.pi / Real.sqrt (∑ l, g l ^ 2))
    have hpi : Real.sqrt (∑ l, g l ^ 2) * (Real.pi / Real.sqrt (∑ l, g l ^ 2))
        = Real.pi := by
      rw [← mul_div_assoc, mul_comm, mul_div_assoc, div_self (Real.sqrt_pos.mpr hS).ne',
        mul_one]
    rw [hpi, Real.cos_pi] at h
    dsimp only
    rw [eq_div_iff hS.ne']
    linarith
  · rintro _ ⟨t, rfl⟩
    have h := leaf_transfer_modulus g hjk t
    have hc : 0 ≤ 1 + Real.cos (Real.sqrt (∑ l, g l ^ 2) * t) := by
      linarith [Real.neg_one_le_cos (Real.sqrt (∑ l, g l ^ 2) * t)]
    dsimp only
    rw [le_div_iff₀ hS]
    linarith [mul_nonneg (abs_nonneg (g j * g k)) hc]
  · rw [div_eq_iff hS.ne', one_mul]
    exact balanced_iff g hjk

/-- With equal non-zero couplings to `n` leaves, the largest transfer modulus between two
distinct leaves is `2/n`. -/
theorem uniform_star_transfer_max (c : ℝ) (hc : c ≠ 0) {j k : ι} (hjk : j ≠ k) :
    IsGreatest (Set.range fun t : ℝ => ‖propagator (fun _ : ι => c) t (some j) (some k)‖)
      (2 / (Fintype.card ι : ℝ)) := by
  have h := (star_transfer_max (fun _ : ι => c) ⟨j, hc⟩ hjk).1
  have e : 2 * |c * c| / ∑ _l : ι, c ^ 2 = 2 / (Fintype.card ι : ℝ) := by
    rw [abs_mul_self, Finset.sum_const, Finset.card_univ, nsmul_eq_mul, ← sq c,
      mul_div_mul_right _ _ (pow_ne_zero 2 hc)]
  rw [← e]
  exact h

end

end StarNetworkTransfer
```

```lean
#print axioms StarNetworkTransfer.star_transfer_max
#print axioms StarNetworkTransfer.uniform_star_transfer_max
```

```
'StarNetworkTransfer.star_transfer_max' depends on axioms: [propext, Classical.choice, Quot.sound]
'StarNetworkTransfer.uniform_star_transfer_max' depends on axioms: [propext, Classical.choice, Quot.sound]
```

### From the cubic identity to the maximum

`exp_smul_of_cube` sums the exponential series for any complex matrix with $M^3=c^2M$ and $c\ne0$. Instead of separating odd and even powers, it uses three matrices `R`, `P` and `Q`, belonging to the eigenvalues $0$, $c$ and $-c$. Multiplication by $M$ scales each by its eigenvalue, so induction gives `hpow`, a formula for every power of $M$. Three scalar exponential series then add up to the matrix exponential, and uniqueness of the sum identifies the two. `exp_smul_of_cube_witness` shows that the Pauli matrix $\sigma_x$ satisfies the cubic condition with $c=1$.

`starHamiltonian_cube` proves $H^3=w^2H$ entry by entry: it first computes the four kinds of entry of $H^2$, then multiplies by $H$ once more. `propagator_closed_form` inserts $c=w$ and $z=-it$, which turns the hyperbolic functions into sines and cosines. Its formula is multiplied through by $w^2$, so it needs no separate assumption that some coupling is non-zero; if all vanish, it only says $0=0$.

`leaf_transfer_modulus` reads off the leaf-leaf entry and takes the norm, using $\cos wt-1\le0$ to fix the sign. `balanced_iff` removes $j$ and then $k$ from the sum with `Finset.add_sum_erase`. In the forward direction `nlinarith` shows that the squared difference and the remaining sum both vanish; the converse is substitution.

`star_transfer_max` combines these results. It evaluates the modulus at $t=\pi/w$ for attainment, uses $1+\cos wt\ge0$ for the upper bound, and clears the positive denominator to apply `balanced_iff`. The equal-coupling theorem follows by simplifying the quotient.
